# Detailed balance with a positive density $\rho$ fixes the Itô drift of one-dimensional diffusion at $D\rho'/\rho + D'$

## A flat density with a varying diffusion coefficient

Let a walker on the real line have a diffusion coefficient $D(x)$ and no drift in the Itô sense, so that a test function $f$ evolves under the generator $D f''$. Is the flat density $\rho = 1$ stationary? For $f$ of compact support, integration by parts gives

$$\int D f''\,dx = -\int D' f'\,dx,$$

which is in general not zero. Adding the drift $D'$ repairs this, because the generator becomes a total derivative:

$$D f'' + D' f' = (D f')', \qquad \int (D f')'\,dx = 0 .$$

For a general positive density, the corresponding drift also contains the familiar term $D\rho'/\rho$.

Such diffusions occur in quantum Monte Carlo with pseudo-Hamiltonians, whose kinetic energy has a position-dependent inverse mass. For a kinetic operator $-\frac{d}{dx}D\frac{d}{dx}$ and a nodeless trial function $\psi$, the drift below with $\rho=\psi^2$ is that of the importance-sampled walk, here in one dimension and without time-step error.

## Stationarity and detailed balance in terms of the current

For a drift $b(x)$, define

$$Lf = D f'' + b f', \qquad b_* = \frac{D\rho'}{\rho} + D', \qquad J = b\rho - (D\rho)' .$$

In Lean these are `generator`, `drift` and `current`. This generator belongs to the Itô equation $dX = b\,dt + \sqrt{2D}\,dW$ when $D\ge 0$.

`IsStationary D b ρ` says that $\int \rho\,Lf\,dx = 0$ for every compactly supported $C^2$ function $f$. `DetailedBalance D b ρ` says that $\int \rho\, g\,Lf\,dx = \int \rho\, f\,Lg\,dx$ for all such $f$ and $g$.

Let $D$ and $\rho$ be $C^1$. The theorems state:

- `isStationary_iff`: for continuous $b$, $\rho$ is stationary exactly when $J$ is constant in space.
- `isStationary_drift`: if $\rho>0$, then $\rho$ is stationary for $b=b_*$.
- `detailedBalance_iff`: if $\rho>0$ and $b$ is continuous, detailed balance holds exactly when $b=b_*$ everywhere.
- `isStationary_without_divergence_iff`: if $\rho>0$ and $b = D\rho'/\rho$, then $\rho$ is stationary exactly when $\rho D'$ is constant.

Stationarity alone therefore does not determine the drift. With $D=\rho=1$, any constant drift keeps the flat density stationary, but only zero drift satisfies detailed balance.

The theorems assume neither $D>0$ nor that $\rho$ is normalised. They concern the generator on compactly supported test functions and construct no stochastic process. Stationarity in this sense does not exclude a walk that escapes to infinity in finite time, and convergence to $\rho$ is not treated. The positivity of $\rho$ excludes nodes.

## The derivation

**Weak form.** Let $g$ be $C^1$. The product rule gives

$$(g D\rho f')' = g' D\rho f' + g (D\rho)' f' + g D\rho f'' .$$

Subtracting this from $\rho g\,Lf = gD\rho f'' + g b\rho f'$ leaves $(Jg - D\rho g')f'$. The total derivative integrates to zero, since $f'$ has compact support. Hence

$$\int \rho g\,Lf\,dx = \int (Jg - D\rho g')\,f'\,dx . \tag{1}$$

**Stationarity.** With $g=1$, (1) reads $\int\rho\,Lf\,dx = \int J f'\,dx$. This vanishes if $J$ is constant. Conversely, suppose that it vanishes for every $f$. Take a smooth, compactly supported $\varphi$ and a real $a$, and set $f(x)=\int_x^{x+a}\varphi\,dt$. This $f$ has compact support and $f'(x)=\varphi(x+a)-\varphi(x)$, so a translation of the first term gives

$$0=\int J(x)\,[\varphi(x+a)-\varphi(x)]\,dx = \int [J(x-a)-J(x)]\,\varphi(x)\,dx .$$

As $\varphi$ is arbitrary and $J$ continuous, $J(x-a)=J(x)$ for all $x$. At $x=a$ this is $J(a)=J(0)$.

**The drift.** Since $(D\rho)' = D'\rho + D\rho'$, for $\rho>0$ we have

$$J = \rho\,(b-b_*) . \tag{2}$$

Thus $b=b_*$ gives $J=0$ and $\rho$ is stationary. A constant current $J=c$ corresponds to $b=b_*+c/\rho$. If $D'$ is omitted from the drift, then $J=-\rho D'$, which must be constant.

**Detailed balance.** Apply (1) to both sides of the symmetry condition. The terms $D\rho f'g'$ cancel, and the condition becomes

$$\int J\,(g f' - f g')\,dx = 0 .$$

If $J=0$, it holds. Conversely, take $g=kf$ with $k'=\varphi$. Then $gf'-fg' = -\varphi f^2$, so $\int \varphi J f^2\,dx=0$ for every $\varphi$, and $Jf^2=0$. Choosing $f$ with $f(x)=1$ gives $J(x)=0$, and (2) gives $b(x)=b_*(x)$.

## The same total derivative in several dimensions

For a symmetric diffusion matrix $D_{ij}(x)$, the drift $b_j = \rho^{-1}\sum_i \partial_i(D_{ij}\rho)$ gives

$$\rho\Big(\sum_{ij} D_{ij}\,\partial_i\partial_j f + \sum_j b_j\,\partial_j f\Big) = \sum_{ij}\partial_i(\rho D_{ij}\,\partial_j f),$$

whose integral again vanishes for compactly supported $f$. The Lean file treats only the line.

## The Lean file and its proof

```lean
import Mathlib

open MeasureTheory

namespace PositionDependentDiffusion

noncomputable section

/-- The generator `D f'' + b f'` of a diffusion with coefficient `D` and drift `b`. -/
def generator (D b f : ℝ → ℝ) (x : ℝ) : ℝ :=
  D x * deriv (deriv f) x + b x * deriv f x

/-- The drift `D ρ'/ρ + D'`, including the divergence term `D'`; the formula is meant for `ρ x ≠ 0`.
-/
def drift (D ρ : ℝ → ℝ) (x : ℝ) : ℝ := D x * deriv ρ x / ρ x + deriv D x

/-- The probability current `b ρ - (D ρ)'`. -/
def current (D b ρ : ℝ → ℝ) (x : ℝ) : ℝ :=
  b x * ρ x - deriv (fun y => D y * ρ y) x

/-- The density `ρ` is stationary: the generator of every compactly supported C² test
function has zero integral against `ρ`. -/
def IsStationary (D b ρ : ℝ → ℝ) : Prop :=
  ∀ f : ℝ → ℝ, ContDiff ℝ 2 f → HasCompactSupport f → ∫ x, ρ x * generator D b f x = 0

/-- Detailed balance: the generator is symmetric in the `ρ`-weighted pairing of compactly
supported C² functions. -/
def DetailedBalance (D b ρ : ℝ → ℝ) : Prop :=
  ∀ f g : ℝ → ℝ, ContDiff ℝ 2 f → ContDiff ℝ 2 g → HasCompactSupport f →
    HasCompactSupport g →
    ∫ x, ρ x * (g x * generator D b f x) = ∫ x, ρ x * (f x * generator D b g x)

/-- A function is C² exactly when it is differentiable with a C¹ derivative. -/
theorem contDiff_two_iff {f : ℝ → ℝ} :
    ContDiff ℝ 2 f ↔ Differentiable ℝ f ∧ ContDiff ℝ 1 (deriv f) := by
  rw [show (2 : WithTop ℕ∞) = 1 + 1 from one_add_one_eq_two.symm, contDiff_succ_iff_deriv]
  simp

/-- A continuous function times the continuous derivative of a compactly supported function is
integrable. -/
theorem integrable_mul_deriv {u f : ℝ → ℝ} (hu : Continuous u) (hf : Continuous (deriv f))
    (hc : HasCompactSupport f) : Integrable (fun x => u x * deriv f x) :=
  (hu.mul hf).integrable_of_hasCompactSupport hc.deriv.mul_left

/-- The continuous derivative of a compactly supported function is integrable, with
integral zero. -/
theorem integral_deriv_eq_zero {F F' : ℝ → ℝ} (hF : ∀ x, HasDerivAt F (F' x) x)
    (hF' : Continuous F') (hc : HasCompactSupport F) :
    Integrable F' ∧ ∫ x, F' x = 0 := by
  have he : deriv F = F' := funext fun x => (hF x).deriv
  have hs : HasCompactSupport F' := by
    rw [← he]
    exact hc.deriv
  have hi : Integrable F' := hF'.integrable_of_hasCompactSupport hs
  have hFc : Continuous F := continuous_iff_continuousAt.2 fun x => (hF x).continuousAt
  exact ⟨hi, integral_eq_zero_of_hasDerivAt_of_integrable hF hi
    (hFc.integrable_of_hasCompactSupport hc)⟩

/-- Integration by parts expresses the weighted generator through the probability current
and the product of the two gradients. -/
theorem weak_form {D b ρ f g : ℝ → ℝ} (hD : ContDiff ℝ 1 D) (hρ : ContDiff ℝ 1 ρ)
    (hb : Continuous b) (hg : ContDiff ℝ 1 g) (hf : ContDiff ℝ 2 f)
    (hc : HasCompactSupport f) :
    ∫ x, ρ x * (g x * generator D b f x) =
      ∫ x, (current D b ρ x * g x - D x * ρ x * deriv g x) * deriv f x := by
  have hf1 := (contDiff_two_iff.1 hf).2
  obtain ⟨hfd, hf2⟩ := contDiff_one_iff_deriv.1 hf1
  obtain ⟨hgd, hgc⟩ := contDiff_one_iff_deriv.1 hg
  have hp : ContDiff ℝ 1 (fun x => D x * ρ x) := hD.mul hρ
  obtain ⟨hpd, hpc⟩ := contDiff_one_iff_deriv.1 hp
  have hJ : Continuous (current D b ρ) := (hb.mul hρ.continuous).sub hpc
  have hL : Continuous (fun x => ρ x * (g x * generator D b f x)) :=
    hρ.continuous.mul (hg.continuous.mul
      ((hD.continuous.mul hf2).add (hb.mul hf1.continuous)))
  have hu : Continuous (fun x => current D b ρ x * g x - D x * ρ x * deriv g x) :=
    (hJ.mul hg.continuous).sub (hp.continuous.mul hgc)
  -- the difference of the integrands is the derivative of `g D ρ f'`
  have hF : ∀ x, HasDerivAt (fun y => g y * ((D y * ρ y) * deriv f y))
      (ρ x * (g x * generator D b f x) -
        (current D b ρ x * g x - D x * ρ x * deriv g x) * deriv f x) x := fun x =>
    ((hgd x).hasDerivAt.fun_mul ((hpd x).hasDerivAt.fun_mul (hfd x).hasDerivAt)).congr_deriv
      (by simp only [generator, current]; ring)
  obtain ⟨hi, h0⟩ := integral_deriv_eq_zero hF (hL.sub (hu.mul hf1.continuous))
    hc.deriv.mul_left.mul_left
  have h := integral_add hi (integrable_mul_deriv hu hf1.continuous hc)
  rw [h0, zero_add] at h
  simp only [sub_add_cancel] at h
  exact h

/-- A continuous current whose integral against every test-function gradient vanishes is
constant in space. -/
theorem const_of_integral_mul_deriv {J : ℝ → ℝ} (hJ : Continuous J)
    (h : ∀ f : ℝ → ℝ, ContDiff ℝ 2 f → HasCompactSupport f → ∫ x, J x * deriv f x = 0)
    (a : ℝ) : J a = J 0 := by
  have hs : Continuous (fun x => J (x - a)) := hJ.comp (continuous_id.sub continuous_const)
  have hz : ∀ᵐ x, J (x - a) - J x = 0 := by
    apply ae_eq_zero_of_integral_contDiff_smul_eq_zero (hs.sub hJ).locallyIntegrable
    intro φ hφ hφc
    have hφ1 : ContDiff ℝ 1 φ := by exact_mod_cast contDiff_infty.1 hφ 1
    have hφ0 := hφ1.continuous
    -- test function: the integral of `φ` over the window from `x` to `x + a`
    have hd : ∀ x, HasDerivAt (fun y => (∫ t in (0 : ℝ)..(y + a), φ t) - ∫ t in (0 : ℝ)..y, φ t)
        (φ (x + a) - φ x) x := fun x =>
      ((hφ0.integral_hasStrictDerivAt 0 (x + a)).hasDerivAt.comp_add_const x a).fun_sub
        (hφ0.integral_hasStrictDerivAt 0 x).hasDerivAt
    have hde := funext fun x => (hd x).deriv
    obtain ⟨R, hR⟩ := hφc.isCompact.isBounded.subset_closedBall (0 : ℝ)
    have h0 := h _ (contDiff_two_iff.2 ⟨fun x => (hd x).differentiableAt, by
        rw [hde]
        exact (hφ1.comp (contDiff_id.add contDiff_const)).sub hφ1⟩)
      (HasCompactSupport.intro (isCompact_closedBall (0 : ℝ) (R + |a|)) fun x hx => by
        rw [intervalIntegral.integral_interval_sub_left (hφ0.intervalIntegrable _ _)
          (hφ0.intervalIntegrable _ _)]
        rw [intervalIntegral.integral_congr (g := fun _ => (0 : ℝ)) fun t ht => ?_]
        · simp
        · refine image_eq_zero_of_notMem_tsupport fun hm => hx ?_
          have ht' := hR hm
          rw [mem_closedBall_zero_iff, Real.norm_eq_abs, abs_le] at ht' ⊢
          rcases Set.mem_uIcc.1 ht with q | q <;> constructor <;>
            linarith [q.1, q.2, ht'.1, ht'.2, le_abs_self a, neg_abs_le a, abs_nonneg a])
    rw [hde] at h0
    beta_reduce at h0
    have i1 : Integrable (fun x => φ x * J (x - a)) :=
      (hφ0.mul hs).integrable_of_hasCompactSupport hφc.mul_right
    have i2 : Integrable (fun x => φ x * J x) :=
      (hφ0.mul hJ).integrable_of_hasCompactSupport hφc.mul_right
    have i3 : Integrable (fun x => φ (x + a) * J x) := by
      simpa only [add_sub_cancel_right] using i1.comp_add_right a
    have ht := integral_add_right_eq_self (μ := volume) (fun x => φ x * J (x - a)) a
    simp only [add_sub_cancel_right] at ht
    simp only [smul_eq_mul, Pi.sub_apply, mul_sub]
    rw [integral_sub i1 i2, ← ht, ← integral_sub i3 i2]
    refine Eq.trans ?_ h0
    congr 1
    ext x
    ring
  have he := congrFun ((Continuous.ae_eq_iff_eq (μ := volume) hs hJ).1
    (hz.mono fun x hx => sub_eq_zero.1 hx)) a
  simpa using he.symm

/-- Where `D` and `ρ` are differentiable and `ρ` is nonzero, the current is `ρ` times the excess of
the drift over `D ρ'/ρ + D'`. -/
theorem current_eq {D b ρ : ℝ → ℝ} {x : ℝ} (hD : DifferentiableAt ℝ D x)
    (hρ : DifferentiableAt ℝ ρ x) (h0 : ρ x ≠ 0) :
    current D b ρ x = ρ x * (b x - drift D ρ x) := by
  have h := div_mul_cancel₀ (D x * deriv ρ x) h0
  unfold current drift
  rw [deriv_fun_mul hD hρ]
  linear_combination h

/-- For C¹ `D` and `ρ` and continuous `b`, the density `ρ` is stationary exactly when its
probability current is constant in space. -/
theorem isStationary_iff {D b ρ : ℝ → ℝ} (hD : ContDiff ℝ 1 D) (hρ : ContDiff ℝ 1 ρ)
    (hb : Continuous b) : IsStationary D b ρ ↔ ∃ c, ∀ x, current D b ρ x = c := by
  have hJ : Continuous (current D b ρ) :=
    (hb.mul hρ.continuous).sub (contDiff_one_iff_deriv.1 (hD.mul hρ)).2
  have key : ∀ f : ℝ → ℝ, ContDiff ℝ 2 f → HasCompactSupport f →
      ∫ x, ρ x * generator D b f x = ∫ x, current D b ρ x * deriv f x := by
    intro f hf hc
    have h := weak_form (g := fun _ => 1) hD hρ hb contDiff_const hf hc
    simpa only [one_mul, mul_one, deriv_const, mul_zero, sub_zero] using h
  constructor
  · intro h
    exact ⟨current D b ρ 0, const_of_integral_mul_deriv hJ fun f hf hc =>
      (key f hf hc).symm.trans (h f hf hc)⟩
  · rintro ⟨c, hc⟩ f hf hfc
    obtain ⟨hfd, hf1⟩ := contDiff_two_iff.1 hf
    rw [key f hf hfc]
    simp only [hc]
    rw [integral_const_mul, (integral_deriv_eq_zero (fun x => (hfd x).hasDerivAt)
      hf1.continuous hfc).2, mul_zero]

/-- For C¹ `D`, a positive C¹ density `ρ` is stationary for position-dependent diffusion with drift
`D ρ'/ρ + D'`. -/
theorem isStationary_drift {D ρ : ℝ → ℝ} (hD : ContDiff ℝ 1 D) (hρ : ContDiff ℝ 1 ρ)
    (h0 : ∀ x, 0 < ρ x) : IsStationary D (drift D ρ) ρ := by
  obtain ⟨hDd, hDc⟩ := contDiff_one_iff_deriv.1 hD
  obtain ⟨hρd, hρc⟩ := contDiff_one_iff_deriv.1 hρ
  have hb : Continuous (drift D ρ) :=
    ((hD.continuous.mul hρc).div hρ.continuous fun x => (h0 x).ne').add hDc
  refine (isStationary_iff hD hρ hb).2 ⟨0, fun x => ?_⟩
  rw [current_eq (hDd x) (hρd x) (h0 x).ne', sub_self, mul_zero]

/-- For C¹ `D`, positive C¹ `ρ` and continuous `b`, detailed balance holds exactly when `b` is `D
ρ'/ρ + D'`. -/
theorem detailedBalance_iff {D b ρ : ℝ → ℝ} (hD : ContDiff ℝ 1 D) (hρ : ContDiff ℝ 1 ρ)
    (hb : Continuous b) (h0 : ∀ x, 0 < ρ x) :
    DetailedBalance D b ρ ↔ ∀ x, b x = drift D ρ x := by
  have hJ : Continuous (current D b ρ) :=
    (hb.mul hρ.continuous).sub (contDiff_one_iff_deriv.1 (hD.mul hρ)).2
  have hcur : ∀ x, current D b ρ x = ρ x * (b x - drift D ρ x) := fun x =>
    current_eq ((contDiff_one_iff_deriv.1 hD).1 x) ((contDiff_one_iff_deriv.1 hρ).1 x) (h0 x).ne'
  constructor
  · intro h x
    obtain ⟨f, hf, hfc, hfx⟩ : ∃ f : ℝ → ℝ, ContDiff ℝ 2 f ∧ HasCompactSupport f ∧ f x = 1 := by
      let B : ContDiffBump x := ⟨1, 2, one_pos, one_lt_two⟩
      exact ⟨B, B.contDiff, B.hasCompactSupport,
        B.one_of_mem_closedBall (Metric.mem_closedBall_self zero_le_one)⟩
    have int : ∀ p q : ℝ → ℝ, ContDiff ℝ 2 p → ContDiff ℝ 2 q → HasCompactSupport q →
        Integrable (fun y => (current D b ρ y * p y - D y * ρ y * deriv p y) * deriv q y) :=
      fun p q hp hq hqc => integrable_mul_deriv ((hJ.mul hp.continuous).sub
        ((hD.continuous.mul hρ.continuous).mul (contDiff_two_iff.1 hp).2.continuous))
        (contDiff_two_iff.1 hq).2.continuous hqc
    have hc : Continuous (fun y => current D b ρ y * f y ^ 2) := hJ.mul (hf.continuous.pow 2)
    have hz : ∀ᵐ y, current D b ρ y * f y ^ 2 = 0 := by
      apply ae_eq_zero_of_integral_contDiff_smul_eq_zero hc.locallyIntegrable
      intro φ hφ _
      have hφ1 : ContDiff ℝ 1 φ := by exact_mod_cast contDiff_infty.1 hφ 1
      obtain ⟨k, hk⟩ : ∃ k : ℝ → ℝ, ∀ y, HasDerivAt k (φ y) y :=
        ⟨fun y => ∫ t in (0 : ℝ)..y, φ t, fun y =>
          (hφ1.continuous.integral_hasStrictDerivAt 0 y).hasDerivAt⟩
      have hk2 : ContDiff ℝ 2 k := contDiff_two_iff.2 ⟨fun y => (hk y).differentiableAt, by
        rw [show deriv k = φ from funext fun y => (hk y).deriv]
        exact hφ1⟩
      -- compare `f` with `k f`, where `k' = φ`
      have hg : ContDiff ℝ 2 (fun y => k y * f y) := hk2.mul hf
      have hgc : HasCompactSupport (fun y => k y * f y) := hfc.mul_left
      have hg' : ∀ y, deriv (fun y => k y * f y) y = φ y * f y + k y * deriv f y := fun y =>
        ((hk y).fun_mul ((contDiff_two_iff.1 hf).1 y).hasDerivAt).deriv
      have e := h f _ hf hg hfc hgc
      rw [weak_form hD hρ hb (hg.of_le one_le_two) hf hfc,
        weak_form hD hρ hb (hf.of_le one_le_two) hg hgc] at e
      have s := (integral_sub (int _ f hg hf hfc) (int f _ hf hg hgc)).trans (sub_eq_zero.2 e)
      rw [← neg_eq_zero, ← integral_neg]
      refine Eq.trans ?_ s
      congr 1
      ext y
      simp only [hg', smul_eq_mul]
      ring
    have hx := congrFun ((Continuous.ae_eq_iff_eq (μ := volume) hc
      (continuous_const (y := (0 : ℝ)))).1 hz) x
    simp only [hfx, one_pow, mul_one, hcur] at hx
    exact sub_eq_zero.1 ((mul_eq_zero.1 hx).resolve_left (h0 x).ne')
  · intro h f g hf hg hfc hgc
    rw [weak_form hD hρ hb (hg.of_le one_le_two) hf hfc,
      weak_form hD hρ hb (hf.of_le one_le_two) hg hgc]
    congr 1
    ext y
    rw [hcur y, h y]
    ring

/-- For C¹ `D`, with the divergence term left out of the drift, a positive C¹ density `ρ` is
stationary exactly when `ρ D'` is constant in space. -/
theorem isStationary_without_divergence_iff {D ρ : ℝ → ℝ} (hD : ContDiff ℝ 1 D)
    (hρ : ContDiff ℝ 1 ρ) (h0 : ∀ x, 0 < ρ x) :
    IsStationary D (fun x => D x * deriv ρ x / ρ x) ρ ↔ ∃ c, ∀ x, ρ x * deriv D x = c := by
  obtain ⟨hρd, hρc⟩ := contDiff_one_iff_deriv.1 hρ
  have e : ∀ x, current D (fun x => D x * deriv ρ x / ρ x) ρ x = -(ρ x * deriv D x) := by
    intro x
    rw [current_eq ((contDiff_one_iff_deriv.1 hD).1 x) (hρd x) (h0 x).ne']
    unfold drift
    ring
  have hb : Continuous (fun x => D x * deriv ρ x / ρ x) :=
    (hD.continuous.mul hρc).div hρ.continuous fun x => (h0 x).ne'
  rw [isStationary_iff hD hρ hb]
  simp only [e]
  constructor
  · rintro ⟨c, hc⟩
    exact ⟨-c, fun x => by linarith [hc x]⟩
  · rintro ⟨c, hc⟩
    exact ⟨-c, fun x => by linarith [hc x]⟩

end

end PositionDependentDiffusion
```

```lean
#print axioms PositionDependentDiffusion.isStationary_drift
#print axioms PositionDependentDiffusion.detailedBalance_iff
#print axioms PositionDependentDiffusion.isStationary_without_divergence_iff
```

```
'PositionDependentDiffusion.isStationary_drift' depends on axioms: [propext, Classical.choice, Quot.sound]
'PositionDependentDiffusion.detailedBalance_iff' depends on axioms: [propext, Classical.choice, Quot.sound]
'PositionDependentDiffusion.isStationary_without_divergence_iff' depends on axioms: [propext, Classical.choice, Quot.sound]
```

`weak_form` is equation (1). Its step `hF` states that the difference of the two integrands is the derivative of $gD\rho f'$, and `ring` checks the algebra. `integral_deriv_eq_zero` then removes the total derivative. The lemma `integrable_mul_deriv` supplies integrability from continuity and compact support.

`const_of_integral_mul_deriv` is the translation argument. The window integral $f$ is written as a difference of two primitives starting at $0$, and the proof checks that it vanishes outside a ball of radius $R+|a|$, where $R$ bounds the support of $\varphi$. Mathlib's `ae_eq_zero_of_integral_contDiff_smul_eq_zero` first gives $J(x-a)=J(x)$ for almost every $x$; continuity extends this to every $x$.

`current_eq` is equation (2). `isStationary_iff` puts $g=1$ into `weak_form` and uses the translation lemma for the forward direction. `isStationary_drift` and `isStationary_without_divergence_iff` then check that the drift is continuous and compute the current.

In `detailedBalance_iff`, the function with $f(x)=1$ is a `ContDiffBump` centred at $x$, and $k$ is the primitive of $\varphi$. Although $k$ need not have compact support, $kf$ does. The step `hz` gives $Jf^2=0$ almost everywhere, and continuity again allows evaluation at $x$. The converse applies `weak_form` to both sides and compares the integrands.
